# Comb selection of N ≥ 2 walkers from 2N with alternating values ±1 is noisier than independent draws

Four equally weighted walkers stand in a row, and an observable takes the values +1, −1, +1, −1 on them. A population-control step in diffusion Monte Carlo is to keep two. A comb with two evenly spaced teeth and a random offset keeps either the first and third walkers or the second and fourth, each with probability 1/2. The kept average is then +1 or −1, with mean 0 and variance 1. Two independent uniform draws give +1, 0, −1 with probabilities 1/4, 1/2, 1/4, and hence variance 1/2. The spacing of the comb matches the period of the observable, so its teeth all err in the same direction.

The same happens for 2N walkers and N teeth: the comb variance stays at 1, while that of N independent draws is 1/N. For diffusion Monte Carlo this means that a comb does not always reduce selection noise relative to multinomial resampling, as shown here for a single selection step with equal weights and a prescribed order of walkers. Whether a running simulation ever presents its walkers in such an order is a separate question, which the hypotheses leave open.

```lean
import Mathlib

open MeasureTheory

namespace CombResampling

noncomputable section
```

## The comb and its average

Number the walkers j = 0, 1, …, 2N − 1, so that the "first" walker has index 0. Each occupies a cell of width 1/(2N) in [0, 1). Tooth k, with k = 0, …, N − 1, sits at

x_k = (u + k)/N,

and keeps the walker with index ⌊2N x_k⌋. The offset u is measured in units of the tooth spacing, so it runs over [0, 1); the shift in position is u/N.

```lean
/-- The walker kept by tooth `k` of a comb with `N > 0` teeth and offset `u`: the tooth sits at
`(u + k) / N`, and `2 * N` walkers, numbered from zero, tile the unit interval equally. -/
def combPick (N : ℕ) (u : ℝ) (k : ℕ) : ℕ := ⌊(2 * N : ℝ) * ((u + k) / N)⌋₊
```

An observable is a function f from walker indices to real numbers. In Lean it is defined on all of ℕ, but only its first 2N values enter. Its average over the kept walkers is

A(u) = (1/N) Σ_k f(⌊2N x_k⌋).

```lean
/-- The average of the observable `f` over the `N > 0` walkers kept by the comb. -/
def combAverage (N : ℕ) (f : ℕ → ℝ) (u : ℝ) : ℝ :=
  (∑ k ∈ Finset.range N, f (combPick N u k)) / N
```

The offset is uniform, so the expectation of any quantity X(u) is its integral over the unit interval:

⟨X⟩ = ∫₀¹ X(u) du.

```lean
/-- The mean over a comb offset distributed uniformly on `[0, 1)`. -/
def offsetMean (X : ℝ → ℝ) : ℝ := ∫ u in Set.Ico (0 : ℝ) 1, X u
```

The comb variance is ⟨(A − ⟨A⟩)²⟩. It measures the scatter of the kept average over repeated selections from one fixed population, not the spread of values among the kept walkers.

```lean
/-- The variance of the kept average under comb selection with `N > 0` teeth. -/
def combVariance (N : ℕ) (f : ℕ → ℝ) : ℝ :=
  offsetMean (fun u => (combAverage N f u - offsetMean (combAverage N f)) ^ 2)
```

## Independent draws

Multinomial selection with equal weights means n independent uniform draws, with replacement, from M walkers. There are Mⁿ equally likely sequences s = (s_0, …, s_{n−1}), represented by the functions `Fin n → Fin M`. An expectation is a sum over them divided by Mⁿ.

```lean
/-- The mean over `n` independent uniform draws from `M > 0` walkers. -/
def drawMean {n M : ℕ} (X : (Fin n → Fin M) → ℝ) : ℝ := (∑ s, X s) / (M : ℝ) ^ n
```

The drawn average is (1/n) Σ_k f(s_k).

```lean
/-- The average of the observable `f` over `n > 0` drawn walkers. -/
def drawAverage {n M : ℕ} (f : ℕ → ℝ) (s : Fin n → Fin M) : ℝ := (∑ k, f (s k)) / n
```

Its variance is again the mean squared deviation from its own expectation.

```lean
/-- The variance of the average over `n > 0` independent uniform draws from `M > 0` walkers. -/
def drawVariance (n M : ℕ) (f : ℕ → ℝ) : ℝ :=
  drawMean (fun s : Fin n → Fin M =>
    (drawAverage f s - drawMean (drawAverage (n := n) (M := M) f)) ^ 2)
```

## Two orderings of the same values

The alternating observable is f(j) = (−1)^j.

```lean
/-- The observable with values `+1, -1, +1, -1, ...` along the ordered walkers. -/
def alternating (j : ℕ) : ℝ := (-1) ^ j
```

For comparison, the sorted observable has N values +1 followed by values −1. On 2N walkers it has the same values as the alternating one, in a different order.

```lean
/-- The observable with value `+1` on the first `N` walkers and `-1` on the later ones. -/
def sorted (N j : ℕ) : ℝ := if j < N then 1 else -1
```

## Each offset selects one sublattice

The factor N cancels in the floor:

2N x_k = 2u + 2k.

If 0 ≤ u < 1/2, then 2k ≤ 2u + 2k < 2k + 1, and the tooth keeps walker 2k. `Nat.floor_eq_iff` turns the claim into these two inequalities, which `linarith` settles.

```lean
/-- For `N > 0` and an offset in `[0, 1/2)`, tooth `k` keeps walker `2 * k`. -/
theorem combPick_low {N : ℕ} (hN : 0 < N) {u : ℝ} (h0 : 0 ≤ u) (h1 : u < 1 / 2) (k : ℕ) :
    combPick N u k = 2 * k := by
  have hN' : (N : ℝ) ≠ 0 := by positivity
  have hk : (0 : ℝ) ≤ k := Nat.cast_nonneg k
  have e : (2 * N : ℝ) * ((u + k) / N) = 2 * (u + k) := by field_simp
  rw [combPick, e, Nat.floor_eq_iff (by linarith)]
  push_cast
  constructor <;> linarith
```

If 1/2 ≤ u < 1, then 2k + 1 ≤ 2u + 2k < 2k + 2, and the tooth keeps walker 2k + 1.

```lean
/-- For `N > 0` and an offset in `[1/2, 1)`, tooth `k` keeps walker `2 * k + 1`. -/
theorem combPick_high {N : ℕ} (hN : 0 < N) {u : ℝ} (h0 : 1 / 2 ≤ u) (h1 : u < 1) (k : ℕ) :
    combPick N u k = 2 * k + 1 := by
  have hN' : (N : ℝ) ≠ 0 := by positivity
  have hk : (0 : ℝ) ≤ k := Nat.cast_nonneg k
  have e : (2 * N : ℝ) * ((u + k) / N) = 2 * (u + k) := by field_simp
  rw [combPick, e, Nat.floor_eq_iff (by linarith)]
  push_cast
  constructor <;> linarith
```

The choice is the same for every k. The offsets that keep all the even indices therefore form [0, 1/2), and those that keep all the odd indices form [1/2, 1). Each interval has length 1/2, and this length, written `volume` in Lean, is the probability. To show that no other offset belongs to either set, the proof looks at tooth 0, which would otherwise keep a walker of the wrong parity.

```lean
/-- A comb with at least one tooth keeps exactly the walkers `0, 2, 4, ...` with probability
one half, and exactly the walkers `1, 3, 5, ...` with probability one half. -/
theorem comb_probability {N : ℕ} (hN : 0 < N) :
    volume {u : ℝ | u ∈ Set.Ico (0 : ℝ) 1 ∧ ∀ k < N, combPick N u k = 2 * k}
        = ENNReal.ofReal (1 / 2) ∧
    volume {u : ℝ | u ∈ Set.Ico (0 : ℝ) 1 ∧ ∀ k < N, combPick N u k = 2 * k + 1}
        = ENNReal.ofReal (1 / 2) := by
  constructor
  · have e : {u : ℝ | u ∈ Set.Ico (0 : ℝ) 1 ∧ ∀ k < N, combPick N u k = 2 * k}
        = Set.Ico 0 (1 / 2) := by
      ext u
      constructor
      · rintro ⟨⟨h0, h1⟩, h⟩
        refine ⟨h0, lt_of_not_ge fun h2 => ?_⟩
        have h3 := h 0 hN
        rw [combPick_high hN h2 h1] at h3
        omega
      · rintro ⟨h0, h1⟩
        exact ⟨⟨h0, by linarith⟩, fun k _ => combPick_low hN h0 h1 k⟩
    rw [e, Real.volume_Ico, sub_zero]
  · have e : {u : ℝ | u ∈ Set.Ico (0 : ℝ) 1 ∧ ∀ k < N, combPick N u k = 2 * k + 1}
        = Set.Ico (1 / 2) 1 := by
      ext u
      constructor
      · rintro ⟨⟨h0, h1⟩, h⟩
        refine ⟨le_of_not_gt fun h2 => ?_, h1⟩
        have h3 := h 0 hN
        rw [combPick_low hN h0 h2] at h3
        omega
      · rintro ⟨h0, h1⟩
        exact ⟨⟨by linarith, h1⟩, fun k _ => combPick_high hN h0 h1 k⟩
    rw [e, Real.volume_Ico, show (1 : ℝ) - 1 / 2 = 1 / 2 by norm_num]
```

## Mean and variance for any observable

A quantity equal to a on the first half of the offsets and b on the second has expectation

∫₀^{1/2} a du + ∫_{1/2}^1 b du = (a + b)/2.

The proof splits the integral at 1/2 and replaces the integrand by a constant on each part.

```lean
/-- A quantity equal to `a` for offsets in `[0, 1/2)` and to `b` for offsets in `[1/2, 1)`
has mean `(a + b) / 2`. -/
theorem offsetMean_step (X : ℝ → ℝ) (a b : ℝ) (h0 : ∀ u, 0 ≤ u → u < 1 / 2 → X u = a)
    (h1 : ∀ u, 1 / 2 ≤ u → u < 1 → X u = b) : offsetMean X = (a + b) / 2 := by
  have e0 : Set.EqOn X (fun _ => a) (Set.Ico 0 (1 / 2)) := fun u hu => h0 u hu.1 hu.2
  have e1 : Set.EqOn X (fun _ => b) (Set.Ico (1 / 2) 1) := fun u hu => h1 u hu.1 hu.2
  have i0 : IntegrableOn X (Set.Ico 0 (1 / 2)) :=
    (integrableOn_congr_fun e0 measurableSet_Ico).2
      (continuous_const.integrableOn_Icc.mono_set Set.Ico_subset_Icc_self)
  have i1 : IntegrableOn X (Set.Ico (1 / 2) 1) :=
    (integrableOn_congr_fun e1 measurableSet_Ico).2
      (continuous_const.integrableOn_Icc.mono_set Set.Ico_subset_Icc_self)
  have d : Disjoint (Set.Ico (0 : ℝ) (1 / 2)) (Set.Ico (1 / 2) 1) :=
    Set.disjoint_left.2 fun u hu hv => not_lt_of_ge hv.1 hu.2
  rw [offsetMean, ← Set.Ico_union_Ico_eq_Ico (show (0 : ℝ) ≤ 1 / 2 by norm_num)
    (show (1 / 2 : ℝ) ≤ 1 by norm_num), setIntegral_union d measurableSet_Ico i0 i1,
    setIntegral_congr_fun measurableSet_Ico e0, setIntegral_congr_fun measurableSet_Ico e1,
    setIntegral_const, setIntegral_const, Real.volume_real_Ico_of_le (by norm_num),
    Real.volume_real_Ico_of_le (by norm_num), smul_eq_mul, smul_eq_mul]
  ring
```

Write the two sublattice averages as

E = (1/N) Σ_k f(2k),  O = (1/N) Σ_k f(2k + 1).

The comb average is E or O, so its expectation is (E + O)/2, the population mean. The deviations from it are

E − (E + O)/2 = (E − O)/2,  O − (E + O)/2 = −(E − O)/2.

Both have the same square, and the variance is

((E − O)/2)².

Thus the comb is unbiased for every observable, but its noise depends on how the values are distributed between the sublattices. The Lean proof applies the two-step formula twice, first to the average and then to its squared deviation.

```lean
/-- For any observable and at least one tooth, the comb average has the population mean, and
its variance is the squared half-difference of the averages over the two sublattices. -/
theorem comb_moments {N : ℕ} (hN : 0 < N) (f : ℕ → ℝ) :
    offsetMean (combAverage N f)
        = (∑ k ∈ Finset.range N, (f (2 * k) + f (2 * k + 1))) / (2 * N) ∧
    combVariance N f
        = ((∑ k ∈ Finset.range N, (f (2 * k) - f (2 * k + 1))) / (2 * N)) ^ 2 := by
  have lo : ∀ u, 0 ≤ u → u < 1 / 2 →
      combAverage N f u = (∑ k ∈ Finset.range N, f (2 * k)) / N := by
    intro u h0 h1
    simp only [combAverage, combPick_low hN h0 h1]
  have hi : ∀ u, 1 / 2 ≤ u → u < 1 →
      combAverage N f u = (∑ k ∈ Finset.range N, f (2 * k + 1)) / N := by
    intro u h0 h1
    simp only [combAverage, combPick_high hN h0 h1]
  have hm := offsetMean_step (combAverage N f) _ _ lo hi
  constructor
  · rw [hm, Finset.sum_add_distrib]
    ring
  · -- the kept averages on the two halves of the offset interval deviate oppositely from the mean
    rw [combVariance, hm, Finset.sum_sub_distrib]
    refine (offsetMean_step _ _ _ (fun u h0 h1 => congrArg (fun x => (x - _) ^ 2) (lo u h0 h1))
      (fun u h0 h1 => congrArg (fun x => (x - _) ^ 2) (hi u h0 h1))).trans ?_
    ring
```

## Cross terms vanish for independent draws

Let Σ_i f(i) = 0 over the M walkers, and put Q = Σ_i f(i)². Write S_n(s) = Σ_k f(s_k) for the total of n draws, and T_n = Σ_s S_n(s)². The two claims are

Σ_s S_n(s) = 0,  M T_n = n Mⁿ Q.

Both hold for n = 0. For n + 1 draws, separate the first draw x from the remaining sequence t. The sum of totals becomes

Σ_x Σ_t (f(x) + S_n(t)) = Mⁿ Σ_x f(x) + M Σ_t S_n(t) = 0.

For the squares,

Σ_t (f(x) + S_n(t))² = Mⁿ f(x)² + 2 f(x) Σ_t S_n(t) + T_n,

where the middle term is zero by the induction hypothesis. Summing over x gives T_{n+1} = Mⁿ Q + M T_n, and therefore

M T_{n+1} = M^{n+1} Q + M · n Mⁿ Q = (n + 1) M^{n+1} Q.

In Lean, `cons` performs the separation, `hx` is the expanded square, and the closing `linear_combination` is the last line above.

```lean
/-- For an observable summing to zero over the walkers, the sum over all sequences of `n` draws
of the total vanishes, and that of the squared total has no cross terms. -/
theorem draw_sums {M : ℕ} (f : ℕ → ℝ) (hf : ∑ i : Fin M, f i = 0) (n : ℕ) :
    ∑ s : Fin n → Fin M, ∑ k, f (s k) = 0 ∧
    (M : ℝ) * ∑ s : Fin n → Fin M, (∑ k, f (s k)) ^ 2
        = n * (M : ℝ) ^ n * ∑ i : Fin M, f i ^ 2 := by
  induction n with
  | zero => simp
  | succ n ih =>
    obtain ⟨ih1, ih2⟩ := ih
    -- split off the first draw
    have cons : ∀ F : (Fin (n + 1) → Fin M) → ℝ,
        ∑ s, F s = ∑ x : Fin M, ∑ t : Fin n → Fin M, F (Fin.cons x t) := by
      intro F
      rw [← Fintype.sum_prod_type']
      exact (Fintype.sum_equiv (Fin.consEquiv (fun _ => Fin M)) _ _ (fun _ => rfl)).symm
    have hx : ∀ x : Fin M, ∑ t : Fin n → Fin M, (f x + ∑ k, f (t k)) ^ 2
        = (M : ℝ) ^ n * f x ^ 2 + ∑ t : Fin n → Fin M, (∑ k, f (t k)) ^ 2 := by
      intro x
      simp only [add_sq, Finset.sum_add_distrib, ← Finset.mul_sum, ih1]
      simp
    constructor
    · rw [cons]
      simp only [Fin.sum_univ_succ, Fin.cons_zero, Fin.cons_succ, Finset.sum_add_distrib,
        ih1, Finset.sum_const, ← Finset.smul_sum, hf, smul_zero, add_zero]
    · rw [cons]
      simp only [Fin.sum_univ_succ, Fin.cons_zero, Fin.cons_succ, hx, Finset.sum_add_distrib,
        ← Finset.mul_sum, Finset.sum_const, Finset.card_univ, Fintype.card_fin, nsmul_eq_mul]
      push_cast
      linear_combination (M : ℝ) * ih2
```

Dividing by the number of sequences and by n² gives the variance of the drawn average:

T_n/(n² Mⁿ) = Q/(M n).

This is the population mean square divided by the number of draws.

```lean
/-- For an observable summing to zero over `M > 0` walkers, the average of `n > 0` independent
uniform draws has mean zero and variance equal to the population mean square over `n`. -/
theorem draw_moments {n M : ℕ} (hn : 0 < n) (hM : 0 < M) (f : ℕ → ℝ)
    (hf : ∑ i : Fin M, f i = 0) :
    drawMean (drawAverage (n := n) (M := M) f) = 0 ∧
    drawVariance n M f = (∑ i : Fin M, f i ^ 2) / M / n := by
  obtain ⟨h1, h2⟩ := draw_sums f hf n
  have hn' : (n : ℝ) ≠ 0 := by positivity
  have hM' : (M : ℝ) ≠ 0 := by positivity
  have hm : drawMean (drawAverage (n := n) (M := M) f) = 0 := by
    simp only [drawMean, drawAverage, ← Finset.sum_div, h1, zero_div]
  refine ⟨hm, ?_⟩
  have h3 : ∑ s : Fin n → Fin M, (∑ k, f (s k)) ^ 2
      = n * (M : ℝ) ^ n * (∑ i : Fin M, f i ^ 2) / M := by
    rw [eq_div_iff hM']
    linear_combination h2
  rw [drawVariance, hm]
  simp only [drawMean, drawAverage, sub_zero, div_pow, ← Finset.sum_div]
  rw [h3]
  field_simp
```

## The alternating population

For f(j) = (−1)^j the sublattice averages are E = 1 and O = −1. The comb mean is 0 and the comb variance is ((1 + 1)/2)² = 1. For independent draws, M = 2N and n = N. The values cancel in neighbouring pairs, so their sum is zero, and Q = 2N. Hence

variance of independent draws = 2N/(2N · N) = 1/N < 1.

The strict inequality needs N > 1, since for N = 1 both variances equal 1. The theorem states the comb mean, the two variances and their comparison, in that order.

```lean
/-- For `2 * N` walkers with alternating observable and `N ≥ 2`, the comb average has mean zero
and variance one, while `N` independent uniform draws give the smaller variance `1 / N`. -/
theorem comb_noisier_than_multinomial {N : ℕ} (hN : 2 ≤ N) :
    offsetMean (combAverage N alternating) = 0 ∧
    combVariance N alternating = 1 ∧
    drawVariance N (2 * N) alternating = 1 / N ∧
    drawVariance N (2 * N) alternating < combVariance N alternating := by
  have hpos : 0 < N := by omega
  have hN' : (0 : ℝ) < N := by exact_mod_cast hpos
  have ev : ∀ k, alternating (2 * k) = 1 := fun k => by simp [alternating, pow_mul]
  have od : ∀ k, alternating (2 * k + 1) = -1 := fun k => by
    simp [alternating, pow_succ, pow_mul]
  have sq1 : ∀ j, alternating j ^ 2 = 1 := fun j => by
    rw [alternating, ← pow_mul, mul_comm, pow_mul]
    norm_num
  obtain ⟨hm, hv⟩ := comb_moments hpos alternating
  have hmean : offsetMean (combAverage N alternating) = 0 := by
    rw [hm]
    simp [ev, od]
  have hcomb : combVariance N alternating = 1 := by
    have e : (N * (1 - -1) : ℝ) / (2 * N) = 1 := by
      rw [div_eq_one_iff_eq (by positivity)]
      ring
    rw [hv]
    simp only [ev, od, Finset.sum_const, Finset.card_range, nsmul_eq_mul]
    rw [e, one_pow]
  -- the alternating values cancel in neighbouring pairs
  have hs : ∀ n, ∑ j ∈ Finset.range (2 * n), alternating j = 0 := by
    intro n
    induction n with
    | zero => simp
    | succ n ih =>
      rw [show 2 * (n + 1) = 2 * n + 1 + 1 by ring, Finset.sum_range_succ,
        Finset.sum_range_succ, ih, ev, od]
      norm_num
  have hf : ∑ i : Fin (2 * N), alternating i = 0 := by
    rw [Fin.sum_univ_eq_sum_range alternating (2 * N), hs]
  have hq : ∑ i : Fin (2 * N), alternating i ^ 2 = ((2 * N : ℕ) : ℝ) := by
    simp [sq1]
  have hdraw : drawVariance N (2 * N) alternating = 1 / N := by
    have hne : ((2 * N : ℕ) : ℝ) ≠ 0 := by
      exact_mod_cast (show 2 * N ≠ 0 by omega)
    rw [(draw_moments hpos (by omega) alternating hf).2, hq, div_self hne]
  refine ⟨hmean, hcomb, hdraw, ?_⟩
  rw [hdraw, hcomb, div_lt_one hN']
  exact_mod_cast (show 1 < N by omega)
```

## Sorting removes the comb noise for even N

Now let N = 2m be even and sort the values. The change from +1 to −1 occurs between indices 2m − 1 and 2m, so no pair (2k, 2k + 1) straddles it. Each pair has equal values, whence E = O and the comb variance is 0. For four walkers with values +1, +1, −1, −1, either offset class keeps one of each sign. For odd N one pair does straddle the change, and the comb variance is 1/N² instead of 0. The proof treats the pairs with k < m and k ≥ m separately. Reordering leaves Q unchanged, and with it the variance of independent draws; only the comb responds to the order.

```lean
/-- For a comb with `2 * m > 0` teeth on `4 * m` walkers, of which the first `2 * m` have value `+1`
and the other `2 * m` have value `-1`, the comb average has variance zero. -/
theorem comb_sorted_variance {m : ℕ} (hm : 0 < m) :
    combVariance (2 * m) (sorted (2 * m)) = 0 := by
  have hz : ∑ k ∈ Finset.range (2 * m),
      (sorted (2 * m) (2 * k) - sorted (2 * m) (2 * k + 1)) = 0 := by
    -- no neighbouring pair straddles the boundary between the two values
    refine Finset.sum_eq_zero fun k _ => ?_
    by_cases h : k < m
    · have a : 2 * k < 2 * m := by omega
      have b : 2 * k + 1 < 2 * m := by omega
      simp only [sorted, if_pos a, if_pos b, sub_self]
    · have a : ¬ 2 * k < 2 * m := by omega
      have b : ¬ 2 * k + 1 < 2 * m := by omega
      simp only [sorted, if_neg a, if_neg b, sub_self]
  rw [(comb_moments (by omega) (sorted (2 * m))).2, hz]
  simp

end

end CombResampling
```

```lean
#print axioms CombResampling.comb_probability
-- 'CombResampling.comb_probability' depends on axioms: [propext, Classical.choice, Quot.sound]
#print axioms CombResampling.comb_noisier_than_multinomial
-- 'CombResampling.comb_noisier_than_multinomial' depends on axioms: [propext, Classical.choice, Quot.sound]
#print axioms CombResampling.comb_sorted_variance
-- 'CombResampling.comb_sorted_variance' depends on axioms: [propext, Classical.choice, Quot.sound]
```
